# A strain that pulls on the distortion, however weak, selects one lowest minimum of the isotropic linear Jahn–Teller energy of a doublet

Take an electronic doublet coupled with strength $g>0$ to one distortion $x$, with levels $\pm gx$. With elastic stiffness $K>0$ and a strain that pulls on $x$ with force $h$, the energy in the lower level is

$$E(x)=\tfrac12Kx^2-g|x|-hx .$$

At $h=0$ there are two equal minima, at $x=\pm g/K$. For $0<h<g$ the right-hand one moves to $(g+h)/K$ with energy $-(g+h)^2/(2K)$, and the left-hand one to $-(g-h)/K$ with energy $-(g-h)^2/(2K)$. The right-hand one is lower by $2gh/K$, however small $h$ is.

## Radius and direction in the distortion plane

With two distortions that have the same stiffness $K$ and couple equally to the doublet, the coupling is $M=g\begin{pmatrix}x&y\\y&-x\end{pmatrix}$. Put $r=\sqrt{x^2+y^2}$. Then $M^2=g^2r^2I$ and $M$ has zero trace, so its eigenvalues are $\pm gr$ and the lower one is $-gr$ for $g\ge0$.

Let the strain point along the angle $\theta$ of the distortion plane, and let $p=x\cos\theta+y\sin\theta$ be the projection on it. Adding and subtracting $hr$ and completing the square gives

$$E=\tfrac12Kr^2-gr-hp=-\frac{(g+h)^2}{2K}+\frac K2\Big(r-\frac{g+h}{K}\Big)^2+h(r-p).$$

Since $r^2=p^2+(x\sin\theta-y\cos\theta)^2$, we have $p\le r$. For $h>0$ both added terms are therefore non-negative. The first vanishes only at $r=(g+h)/K$. The second vanishes only at $p=r$, and then

$$(x-r\cos\theta)^2+(y-r\sin\theta)^2=2r(r-p)=0 .$$

The unique minimiser is thus $\frac{g+h}{K}(\cos\theta,\sin\theta)$. At $h=0$ only the radial term remains, and the minima fill the circle $r=g/K$; this strain-free case is left to the hand derivation.

When the doublet couples equally to two distortions, the one-dimensional picture invites a mistake: taking the left-hand well for a metastable polaron, that is, a carrier trapped by the distortion it causes. In this linear model, for $0<h<g$, the point at $r=(g-h)/K$ opposite to the strain is a saddle, because turning the distortion at fixed $r$ lowers $-hp$.

## The doublet and its strained energy in Lean

```lean
import Mathlib

open Matrix Filter Topology

namespace StrainedJahnTellerPolaron

noncomputable section
```

The matrix $M$ is `coupling g x y`.

```lean
/-- The linear Jahn-Teller coupling of an electronic doublet to the distortion `(x, y)`. -/
def coupling (g x y : ℝ) : Matrix (Fin 2) (Fin 2) ℝ := g • !![x, y; y, -x]
```

Eigenvalues are defined through nonzero real eigenvectors, and the lowest is the infimum of their set.

```lean
/-- The set of real eigenvalues of a real two-by-two matrix. -/
def realEigenvalues (A : Matrix (Fin 2) (Fin 2) ℝ) : Set ℝ :=
  {μ | ∃ v : Fin 2 → ℝ, v ≠ 0 ∧ A *ᵥ v = μ • v}

/-- The lowest eigenvalue of a real two-by-two matrix that has a real eigenvalue. -/
def lowestEigenvalue (A : Matrix (Fin 2) (Fin 2) ℝ) : ℝ := sInf (realEigenvalues A)
```

The energy treats $x$ and $y$ as classical coordinates. The constant $K$ stands for an isotropic harmonic lattice, and $h$ for a strain that acts as a constant force on the distortion. Nuclear kinetic energy, anharmonicity, quadratic coupling and any direct splitting of the doublet by the strain are absent.

```lean
/-- The adiabatic energy of the polaron: elastic energy with stiffness `K`, a strain of
strength `h` in the direction `θ` of the distortion plane, and the lowest electronic level. -/
def energy (K g h θ x y : ℝ) : ℝ :=
  K * (x ^ 2 + y ^ 2) / 2 - h * (x * Real.cos θ + y * Real.sin θ)
    + lowestEigenvalue (coupling g x y)
```

A minimiser is global: it is compared with every point of the plane.

```lean
/-- The distortion `(x, y)` has the lowest adiabatic energy of all distortions. -/
def IsMinimiser (K g h θ x y : ℝ) : Prop :=
  ∀ x' y' : ℝ, energy K g h θ x y ≤ energy K g h θ x' y'
```

The next theorem shows that the infimum is attained and equals $-gr$. The eigenvector is $(y,-(x+r))$, replaced by $(1,0)$ where it vanishes. Conversely, the eigenvalue equations give $\mu^2=(gr)^2$ for every eigenvalue $\mu$, which excludes $\mu<-gr$.

```lean
/-- For `g ≥ 0` the lowest electronic level is `-g r`, where `r` is the length of the
distortion `(x, y)`. -/
theorem isLeast_coupling {g : ℝ} (hg : 0 ≤ g) (x y : ℝ) :
    IsLeast (realEigenvalues (coupling g x y)) (-(g * √(x ^ 2 + y ^ 2))) := by
  have hr : √(x ^ 2 + y ^ 2) ^ 2 = x ^ 2 + y ^ 2 := Real.sq_sqrt (by positivity)
  have hr0 := Real.sqrt_nonneg (x ^ 2 + y ^ 2)
  generalize √(x ^ 2 + y ^ 2) = r at hr hr0 ⊢
  have hmul : ∀ v : Fin 2 → ℝ, coupling g x y *ᵥ v
      = ![g * (x * v 0 + y * v 1), g * (y * v 0 - x * v 1)] := by
    intro v
    ext i
    fin_cases i <;> simp [coupling, Matrix.mulVec, dotProduct, Fin.sum_univ_two] <;> ring
  constructor
  · -- an explicit eigenvector, with the points `y = 0`, `x ≤ 0` treated separately
    by_cases h : y = 0 ∧ x + r = 0
    · obtain ⟨hy, hx⟩ := h
      refine ⟨![1, 0], fun h0 => by simpa using congrFun h0 0, ?_⟩
      rw [hmul]
      ext i
      fin_cases i
      · change g * (x * 1 + y * 0) = -(g * r) * 1
        linear_combination g * hx
      · change g * (y * 1 - x * 0) = -(g * r) * 0
        linear_combination g * hy
    · refine ⟨![y, -(x + r)], fun h0 => h ⟨congrFun h0 0, ?_⟩, ?_⟩
      · have h1 : -(x + r) = 0 := congrFun h0 1
        linarith
      · rw [hmul]
        ext i
        fin_cases i
        · change g * (x * y + y * -(x + r)) = -(g * r) * y
          ring
        · change g * (y * y - x * -(x + r)) = -(g * r) * -(x + r)
          linear_combination (-g) * hr
  · -- every eigenvalue squares to (g r)²
    rintro μ ⟨v, hv, h⟩
    rw [hmul] at h
    have h0 : g * (x * v 0 + y * v 1) = μ * v 0 := congrFun h 0
    have h1 : g * (y * v 0 - x * v 1) = μ * v 1 := congrFun h 1
    have hn : v 0 ^ 2 + v 1 ^ 2 ≠ 0 := by
      intro hc
      have a0 : v 0 = 0 := (pow_eq_zero_iff two_ne_zero).1
        (by linarith [sq_nonneg (v 0), sq_nonneg (v 1)])
      have a1 : v 1 = 0 := (pow_eq_zero_iff two_ne_zero).1
        (by linarith [sq_nonneg (v 0), sq_nonneg (v 1)])
      apply hv
      ext i
      fin_cases i
      · exact a0
      · exact a1
    have hsq : μ ^ 2 = (g * r) ^ 2 := by
      apply mul_right_cancel₀ hn
      linear_combination (-(g * (x * v 0 + y * v 1) + μ * v 0)) * h0
        - (g * (y * v 0 - x * v 1) + μ * v 1) * h1 - g ^ 2 * (v 0 ^ 2 + v 1 ^ 2) * hr
    by_contra hc
    have hlt : μ < -(g * r) := lt_of_not_ge hc
    have hgr := mul_nonneg hg hr0
    have hp : 0 < (-μ - g * r) * (-μ + g * r) := mul_pos (by linarith) (by linarith)
    linarith [show (-μ - g * r) * (-μ + g * r) = μ ^ 2 - (g * r) ^ 2 by ring]
```

Two lemmas supply the completed square and the length of a vector in polar form.

```lean
private lemma complete_square {K : ℝ} (hK : K ≠ 0) (a t : ℝ) :
    -a ^ 2 / (2 * K) + K / 2 * (t - a / K) ^ 2 = K * t ^ 2 / 2 - a * t := by
  field_simp
  ring

private lemma sqrt_polar (θ : ℝ) {t : ℝ} (ht : 0 ≤ t) :
    √((t * Real.cos θ) ^ 2 + (t * Real.sin θ) ^ 2) = t := by
  have h : (t * Real.cos θ) ^ 2 + (t * Real.sin θ) ^ 2 = t ^ 2 := by
    linear_combination t ^ 2 * Real.sin_sq_add_cos_sq θ
  rw [h, Real.sqrt_sq ht]
```

The completed square and the value $-gr$ of the lowest level give the decomposition of $E$ above, which holds for every real $h$. The polar length is used in the later theorems.

```lean
/-- For `K ≠ 0` and `g ≥ 0` the energy is a constant, plus a radial square, plus `h` times the
amount by which the length of the distortion exceeds its projection on the strain direction. -/
theorem energy_eq {K g : ℝ} (hK : K ≠ 0) (hg : 0 ≤ g) (h θ x y : ℝ) :
    energy K g h θ x y = -(g + h) ^ 2 / (2 * K)
      + K / 2 * (√(x ^ 2 + y ^ 2) - (g + h) / K) ^ 2
      + h * (√(x ^ 2 + y ^ 2) - (x * Real.cos θ + y * Real.sin θ)) := by
  have hr : √(x ^ 2 + y ^ 2) ^ 2 = x ^ 2 + y ^ 2 := Real.sq_sqrt (by positivity)
  rw [energy, lowestEigenvalue, (isLeast_coupling hg x y).csInf_eq,
    complete_square hK]
  linear_combination (-K / 2) * hr
```

## The selected distortion and its weak-strain limit

In `energy_bound`, `hp` is the inequality $p\le r$, while `hA` and `hB` state that the two added terms are non-negative. In the equality case both terms are zero, and `hz` is the sum of squares that fixes the direction.

```lean
/-- For `K > 0`, `g ≥ 0` and strain `h > 0` the energy is at least `-(g + h)² / (2K)`, with
equality exactly at the distortion of length `(g + h) / K` along the strain direction. -/
theorem energy_bound {K g h : ℝ} (hK : 0 < K) (hg : 0 ≤ g) (hh : 0 < h) (θ x y : ℝ) :
    -(g + h) ^ 2 / (2 * K) ≤ energy K g h θ x y ∧
    (energy K g h θ x y = -(g + h) ^ 2 / (2 * K) ↔
      x = (g + h) / K * Real.cos θ ∧ y = (g + h) / K * Real.sin θ) := by
  have hcs := Real.sin_sq_add_cos_sq θ
  have hr : √(x ^ 2 + y ^ 2) ^ 2 = x ^ 2 + y ^ 2 := Real.sq_sqrt (by positivity)
  -- a projection is no longer than the vector
  have hp : x * Real.cos θ + y * Real.sin θ ≤ √(x ^ 2 + y ^ 2) := by
    refine (le_abs_self _).trans (Real.abs_le_sqrt ?_)
    have e : x ^ 2 + y ^ 2 = (x * Real.cos θ + y * Real.sin θ) ^ 2
        + (x * Real.sin θ - y * Real.cos θ) ^ 2 := by
      linear_combination (-(x ^ 2 + y ^ 2)) * hcs
    linarith [sq_nonneg (x * Real.sin θ - y * Real.cos θ)]
  have hA : 0 ≤ K / 2 * (√(x ^ 2 + y ^ 2) - (g + h) / K) ^ 2 := by positivity
  have hB := mul_nonneg hh.le (sub_nonneg.2 hp)
  rw [energy_eq hK.ne' hg]
  refine ⟨by linarith, fun he => ?_, ?_⟩
  · -- equality forces both the radius and the direction
    have hA0 : K / 2 * (√(x ^ 2 + y ^ 2) - (g + h) / K) ^ 2 = 0 := by linarith
    have hB0 : h * (√(x ^ 2 + y ^ 2) - (x * Real.cos θ + y * Real.sin θ)) = 0 := by
      linarith
    have h1 := sub_eq_zero.1 ((pow_eq_zero_iff two_ne_zero).1
      ((mul_eq_zero.1 hA0).resolve_left (by positivity)))
    have h2 := (mul_eq_zero.1 hB0).resolve_left hh.ne'
    rw [← h1]
    generalize √(x ^ 2 + y ^ 2) = r at hr h2 ⊢
    have hz : (x - r * Real.cos θ) ^ 2 + (y - r * Real.sin θ) ^ 2 = 0 := by
      linear_combination (-1) * hr + 2 * r * h2 + r ^ 2 * hcs
    have hx := sq_nonneg (x - r * Real.cos θ)
    have hy := sq_nonneg (y - r * Real.sin θ)
    exact ⟨sub_eq_zero.1 ((pow_eq_zero_iff two_ne_zero).1 (by linarith)),
      sub_eq_zero.1 ((pow_eq_zero_iff two_ne_zero).1 (by linarith))⟩
  · rintro ⟨hx, hy⟩
    rw [hx, hy, sqrt_polar θ (by positivity : 0 ≤ (g + h) / K)]
    linear_combination (-(h * ((g + h) / K))) * hcs
```

Comparing any minimiser with the known point turns this bound into uniqueness.

```lean
/-- For `K > 0`, `g ≥ 0` and any strain `h > 0`, the polaron has exactly one distortion of lowest
energy: it points along the strain and has length `(g + h) / K`. -/
theorem isMinimiser_iff {K g h : ℝ} (hK : 0 < K) (hg : 0 ≤ g) (hh : 0 < h) (θ x y : ℝ) :
    IsMinimiser K g h θ x y ↔
      x = (g + h) / K * Real.cos θ ∧ y = (g + h) / K * Real.sin θ := by
  constructor
  · intro hmin
    have h1 := hmin ((g + h) / K * Real.cos θ) ((g + h) / K * Real.sin θ)
    rw [(energy_bound hK hg hh θ _ _).2.2 ⟨rfl, rfl⟩] at h1
    exact (energy_bound hK hg hh θ x y).2.1
      (le_antisymm h1 (energy_bound hK hg hh θ x y).1)
  · intro hxy x' y'
    rw [(energy_bound hK hg hh θ x y).2.2 hxy]
    exact (energy_bound hK hg hh θ x' y').1
```

Setting $\theta=0$ gives the minimiser $((g+h)/K,0)$. The $x$ axis here is an axis of the distortion plane, not a direction in the crystal.

```lean
/-- For `K > 0`, `g ≥ 0` and a strain `h > 0` along the `x` axis, the unique distortion of lowest
energy is `((g + h) / K, 0)`. -/
theorem axial_strain {K g h : ℝ} (hK : 0 < K) (hg : 0 ≤ g) (hh : 0 < h) (x y : ℝ) :
    (∀ x' y' : ℝ, K * (x ^ 2 + y ^ 2) / 2 - h * x + lowestEigenvalue (coupling g x y)
      ≤ K * (x' ^ 2 + y' ^ 2) / 2 - h * x' + lowestEigenvalue (coupling g x' y')) ↔
      x = (g + h) / K ∧ y = 0 := by
  have key := isMinimiser_iff hK hg hh 0 x y
  simp only [IsMinimiser, energy, Real.cos_zero, Real.sin_zero, mul_one, mul_zero,
    add_zero] at key
  exact key
```

In the limit $h\to0^+$, `q` is any function that picks a minimiser for each $h>0$. By uniqueness it agrees there with a continuous formula. The limit has length $g/K$, so it retains a direction when $g>0$; at $g=0$ it is the origin.

```lean
/-- For `K > 0` and `g ≥ 0`, as a strain of fixed direction `θ` is reduced to zero, the distortion
of lowest energy tends to the vector of length `g / K` in that direction. -/
theorem weak_strain_limit {K g : ℝ} (hK : 0 < K) (hg : 0 ≤ g) (θ : ℝ) (q : ℝ → ℝ × ℝ)
    (hq : ∀ h > 0, IsMinimiser K g h θ (q h).1 (q h).2) :
    Tendsto q (𝓝[>] 0) (𝓝 (g / K * Real.cos θ, g / K * Real.sin θ)) := by
  have hc : Continuous (fun h : ℝ =>
      ((g + h) / K * Real.cos θ, (g + h) / K * Real.sin θ)) := by fun_prop
  have ht := hc.tendsto 0
  simp only [add_zero] at ht
  refine (ht.mono_left nhdsWithin_le_nhds).congr' ?_
  filter_upwards [self_mem_nhdsWithin] with h hh
  have e := (isMinimiser_iff hK hg hh θ _ _).1 (hq h hh)
  exact Prod.ext e.1.symm e.2.symm
```

For a relaxed supercell this suggests, within a single-site model with linear coupling and classical nuclei, that the orientation of a polaron may reflect a small residual strain.

The last theorem concerns only the ray opposite to $\theta$, where $r=t$ and $p=-t$, so that $E=\tfrac12Kt^2-(g-h)t$. Its bound is reached only if $h\le g$, since $t\ge0$.

```lean
/-- For `K > 0` and `g ≥ 0`, a distortion of length `t ≥ 0` opposite to the direction `θ` has energy
at least `-(g - h)² / (2K)`, with equality exactly when `t = (g - h) / K`. -/
theorem opposite_distortion {K g t : ℝ} (hK : 0 < K) (hg : 0 ≤ g) (ht : 0 ≤ t) (h θ : ℝ) :
    -(g - h) ^ 2 / (2 * K) ≤ energy K g h θ (-(t * Real.cos θ)) (-(t * Real.sin θ)) ∧
    (energy K g h θ (-(t * Real.cos θ)) (-(t * Real.sin θ)) = -(g - h) ^ 2 / (2 * K) ↔
      t = (g - h) / K) := by
  have e : energy K g h θ (-(t * Real.cos θ)) (-(t * Real.sin θ))
      = -(g - h) ^ 2 / (2 * K) + K / 2 * (t - (g - h) / K) ^ 2 := by
    rw [energy_eq hK.ne' hg, neg_sq (t * Real.cos θ), neg_sq (t * Real.sin θ),
      sqrt_polar θ ht, complete_square hK.ne', complete_square hK.ne']
    linear_combination h * t * Real.sin_sq_add_cos_sq θ
  have hA : 0 ≤ K / 2 * (t - (g - h) / K) ^ 2 := by positivity
  rw [e]
  refine ⟨by linarith, fun he => ?_, fun he => ?_⟩
  · have hA0 : K / 2 * (t - (g - h) / K) ^ 2 = 0 := by linarith
    exact sub_eq_zero.1 ((pow_eq_zero_iff two_ne_zero).1
      ((mul_eq_zero.1 hA0).resolve_left (by positivity)))
  · rw [← he]
    ring

end

end StrainedJahnTellerPolaron
```

```lean
#print axioms StrainedJahnTellerPolaron.axial_strain
#print axioms StrainedJahnTellerPolaron.weak_strain_limit
#print axioms StrainedJahnTellerPolaron.opposite_distortion
```

```
'StrainedJahnTellerPolaron.axial_strain' depends on axioms: [propext, Classical.choice, Quot.sound]
'StrainedJahnTellerPolaron.weak_strain_limit' depends on axioms: [propext, Classical.choice, Quot.sound]
'StrainedJahnTellerPolaron.opposite_distortion' depends on axioms: [propext, Classical.choice, Quot.sound]
```
